# A discrete loop of \(C_2T\)-invariant states with non-zero overlap product has Berry phase 0 or π

In a two-dimensional crystal, a twofold rotation about the normal axis followed by time reversal, written \(C_2T\), leaves every crystal momentum where it is. If each state on a closed loop of momenta is sent to itself up to a phase, which values can the Berry phase computed from finitely many of these states take?

```lean
import Mathlib

open Matrix

namespace C2TBerryPhase

noncomputable section

variable {ι : Type*} [Fintype ι]

/-- The map `u ↦ M conj(u)`: complex conjugation followed by the matrix `M`. -/
def antiunitary (M : Matrix ι ι ℂ) (u : ι → ℂ) : ι → ℂ := M *ᵥ star u

/-- The overlap `⟨u, v⟩` of two state vectors, conjugate-linear in `u`. -/
def overlap (u v : ι → ℂ) : ℂ := star u ⬝ᵥ v

/-- The cyclic product `⟨u_0,u_1⟩⟨u_1,u_2⟩ ⋯ ⟨u_(N-1),u_0⟩`; addition in `Fin N` is cyclic. -/
def wilsonLoop {N : ℕ} [NeZero N] (u : Fin N → ι → ℂ) : ℂ :=
  ∏ j, overlap (u j) (u (j + 1))

/-- The real number `φ` is a discrete Berry phase of the loop: `W = |W| exp(-iφ)` for the
cyclic overlap product `W`. -/
def IsBerryPhase {N : ℕ} [NeZero N] (u : Fin N → ι → ℂ) (φ : ℝ) : Prop :=
  wilsonLoop u = (‖wilsonLoop u‖ : ℂ) * Complex.exp (((-φ : ℝ) : ℂ) * Complex.I)

lemma star_mul_self_of_unit {z : ℂ} (h : ‖z‖ = 1) : star z * z = 1 :=
  (Complex.conj_mul' z).trans (by simp [h])

/-- The operation is antilinear: a scalar comes out complex conjugated. -/
theorem antiunitary_smul (M : Matrix ι ι ℂ) (a : ℂ) (u : ι → ℂ) :
    antiunitary M (a • u) = star a • antiunitary M u := by
  simp only [antiunitary, star_smul, Matrix.mulVec_smul]

/-- For unitary `M`, the operation `u ↦ M conj(u)` complex conjugates every overlap. -/
theorem overlap_antiunitary [DecidableEq ι] {M : Matrix ι ι ℂ}
    (hM : M ∈ Matrix.unitaryGroup ι ℂ) (u v : ι → ℂ) :
    overlap (antiunitary M u) (antiunitary M v) = star (overlap u v) := by
  have h : Mᴴ * M = 1 := Matrix.mem_unitaryGroup_iff'.1 hM
  unfold overlap antiunitary
  rw [Matrix.star_mulVec, Matrix.dotProduct_mulVec, Matrix.vecMul_vecMul, h,
    Matrix.vecMul_one, star_star]
  simp only [dotProduct, star_sum, star_mul', Pi.star_apply, star_star]

/-- If two states are invariant up to factors `c` and `d`, conjugating their overlap
multiplies it by `conj(c) d`. -/
theorem star_overlap [DecidableEq ι] {M : Matrix ι ι ℂ}
    (hM : M ∈ Matrix.unitaryGroup ι ℂ) {u v : ι → ℂ} {c d : ℂ}
    (hu : antiunitary M u = c • u) (hv : antiunitary M v = d • v) :
    star (overlap u v) = star c * d * overlap u v := by
  rw [← overlap_antiunitary hM, hu, hv]
  simp only [overlap, star_smul, smul_dotProduct, dotProduct_smul, smul_eq_mul]
  ring

/-- For unitary `M`, the cyclic overlap product of states that `u ↦ M conj(u)` leaves invariant up
to phases is real. -/
theorem wilsonLoop_real [DecidableEq ι] {N : ℕ} [NeZero N] {M : Matrix ι ι ℂ}
    (hM : M ∈ Matrix.unitaryGroup ι ℂ) {u : Fin N → ι → ℂ} {c : Fin N → ℂ}
    (hc : ∀ j, ‖c j‖ = 1) (hu : ∀ j, antiunitary M (u j) = c j • u j) :
    (wilsonLoop u).im = 0 := by
  -- around a closed loop the phase factors cancel
  have hshift : ∏ j, c (j + 1) = ∏ j, c j :=
    Equiv.prod_comp (Equiv.addRight (1 : Fin N)) c
  have hphase : ∏ j, (star (c j) * c (j + 1)) = 1 := by
    rw [Finset.prod_mul_distrib, hshift, ← Finset.prod_mul_distrib]
    exact Finset.prod_eq_one fun j _ => star_mul_self_of_unit (hc j)
  have hstar : star (wilsonLoop u) = wilsonLoop u := by
    calc star (wilsonLoop u) = ∏ j, star (overlap (u j) (u (j + 1))) :=
          map_prod (starRingEnd ℂ) _ _
      _ = ∏ j, (star (c j) * c (j + 1) * overlap (u j) (u (j + 1))) :=
          Finset.prod_congr rfl fun j _ => star_overlap hM (hu j) (hu (j + 1))
      _ = wilsonLoop u := by
          rw [Finset.prod_mul_distrib, hphase, one_mul, wilsonLoop]
  exact Complex.conj_eq_iff_im.1 hstar

/-- If `u ↦ M conj(u)`, with `M` unitary, leaves each state of a loop invariant up to a phase, and
the cyclic overlap product is nonzero, then every discrete Berry phase of the loop is `0` or `π`
modulo `2π`. -/
theorem berryPhase_quantized [DecidableEq ι] {N : ℕ} [NeZero N] {M : Matrix ι ι ℂ}
    (hM : M ∈ Matrix.unitaryGroup ι ℂ) {u : Fin N → ι → ℂ} {c : Fin N → ℂ}
    (hc : ∀ j, ‖c j‖ = 1) (hu : ∀ j, antiunitary M (u j) = c j • u j)
    (h0 : wilsonLoop u ≠ 0) {φ : ℝ} (hφ : IsBerryPhase u φ) :
    (φ : Real.Angle) = 0 ∨ (φ : Real.Angle) = (Real.pi : Real.Angle) := by
  unfold IsBerryPhase at hφ
  -- the imaginary part of the polar form is `-|W| sin φ`
  have h := congrArg Complex.im hφ
  rw [wilsonLoop_real hM hc hu, Complex.im_ofReal_mul, Complex.exp_ofReal_mul_I_im,
    Real.sin_neg] at h
  have hs : Real.sin φ = 0 :=
    neg_eq_zero.1 ((mul_eq_zero.1 h.symm).resolve_left (norm_ne_zero_iff.2 h0))
  apply Real.Angle.sin_eq_zero_iff.1
  rw [Real.Angle.sin_coe, hs]

/-- Real gauge: for unitary `M`, states that `u ↦ M conj(u)` leaves invariant up to phases can be
rephased so that each is exactly invariant and all their mutual overlaps are real. -/
theorem exists_real_gauge [DecidableEq ι] {κ : Type*} {M : Matrix ι ι ℂ}
    (hM : M ∈ Matrix.unitaryGroup ι ℂ) {u : κ → ι → ℂ} {c : κ → ℂ}
    (hc : ∀ j, ‖c j‖ = 1) (hu : ∀ j, antiunitary M (u j) = c j • u j) :
    ∃ d : κ → ℂ, (∀ j, ‖d j‖ = 1) ∧
      (∀ j, antiunitary M (d j • u j) = d j • u j) ∧
      ∀ i j, (overlap (d i • u i) (d j • u j)).im = 0 := by
  -- the gauge factors are square roots of the symmetry phases
  have hroot : ∀ j, ∃ z : ℂ, z ^ 2 = c j := fun j =>
    IsAlgClosed.exists_pow_nat_eq (c j) two_pos
  choose d hd using hroot
  have hn : ∀ j, ‖d j‖ = 1 := fun j => by
    have h : ‖d j‖ ^ 2 = 1 := by rw [← norm_pow, hd, hc]
    nlinarith [norm_nonneg (d j)]
  have hinv : ∀ j, antiunitary M (d j • u j) = d j • u j := fun j => by
    have h : star (d j) * d j ^ 2 = d j := by
      linear_combination d j * star_mul_self_of_unit (hn j)
    rw [antiunitary_smul, hu, smul_smul, ← hd, h]
  refine ⟨d, hn, hinv, fun i j => Complex.conj_eq_iff_im.1 ?_⟩
  exact (overlap_antiunitary hM _ _).symm.trans (by rw [hinv i, hinv j])

/-- If the map `u ↦ M conj(u)` squares to `-1`, the only vector it maps to a multiple of itself is
zero. -/
theorem eq_zero_of_square_neg_one [DecidableEq ι] {M : Matrix ι ι ℂ}
    (hT : M * M.map star = -1) {u : ι → ℂ} {c : ℂ}
    (hu : antiunitary M u = c • u) : u = 0 := by
  have hsq : antiunitary M (antiunitary M u) = (M * M.map star) *ᵥ u := by
    unfold antiunitary
    rw [← Matrix.mulVec_mulVec]
    congr 1
    ext i
    simp [Matrix.mulVec, dotProduct]
  -- applying the operation twice gives both `|c|² u` and `-u`
  have h1 : star c • c • u = -u := by
    calc star c • c • u = antiunitary M (antiunitary M u) := by
          rw [hu, antiunitary_smul, hu]
      _ = -u := by rw [hsq, hT, Matrix.neg_mulVec, Matrix.one_mulVec]
  have h2 : (star c * c + 1) • u = 0 := by
    rw [add_smul, one_smul, mul_smul, h1, neg_add_cancel]
  refine (smul_eq_zero.1 h2).resolve_left fun h => ?_
  have h3 : star c * c = (‖c‖ : ℂ) ^ 2 := Complex.conj_mul' c
  rw [h3] at h
  have h4 : ‖c‖ ^ 2 + 1 = 0 := by exact_mod_cast h
  nlinarith [sq_nonneg ‖c‖]

/-- The matrix `σ_x`, which exchanges two orbitals. -/
def sigmaX : Matrix (Fin 2) (Fin 2) ℂ := !![0, 1; 1, 0]

/-- A closed loop of three unnormalised two-orbital states. -/
def piLoop : Fin 3 → Fin 2 → ℂ :=
  ![![1, 1], ![-2 + Complex.I, 2 + Complex.I], ![-1 + Complex.I, -1 - Complex.I]]

/-- The three states of `piLoop` are invariant under `σ_x` times conjugation up to the phases
`1, -1, 1`; their cyclic overlap product is `-8`, with Berry phase `π`. -/
theorem berryPhase_quantized_witness :
    sigmaX ∈ Matrix.unitaryGroup (Fin 2) ℂ ∧
    (∀ j, ‖(![1, -1, 1] : Fin 3 → ℂ) j‖ = 1) ∧
    (∀ j, antiunitary sigmaX (piLoop j) = (![1, -1, 1] : Fin 3 → ℂ) j • piLoop j) ∧
    wilsonLoop piLoop = -8 ∧ IsBerryPhase piLoop Real.pi := by
  have h01 : overlap (piLoop 0) (piLoop 1) = 2 * Complex.I := by
    simp [overlap, piLoop, dotProduct, Fin.sum_univ_two]
    ring
  -- the conjugate of the middle state, from real and imaginary parts
  have ha : star (-2 + Complex.I) = -2 - Complex.I :=
    Complex.ext (show (-2 + Complex.I).re = (-2 - Complex.I).re by simp)
      (show -(-2 + Complex.I).im = (-2 - Complex.I).im by simp)
  have hb : star (2 + Complex.I) = 2 - Complex.I :=
    Complex.ext (show (2 + Complex.I).re = (2 - Complex.I).re by simp)
      (show -(2 + Complex.I).im = (2 - Complex.I).im by simp)
  have hs : star (piLoop 1) = ![-2 - Complex.I, 2 - Complex.I] := by
    ext i
    fin_cases i
    · exact ha
    · exact hb
  have h12 : overlap (piLoop 1) (piLoop 2) = -2 * Complex.I := by
    rw [overlap, hs]
    simp [piLoop, dotProduct, Fin.sum_univ_two]
    ring
  have h20 : overlap (piLoop 2) (piLoop 0) = -2 := by
    simp [overlap, piLoop, dotProduct, Fin.sum_univ_two]
    ring
  have hW : wilsonLoop piLoop = -8 := by
    rw [wilsonLoop, Fin.prod_univ_three, show (0 : Fin 3) + 1 = 1 from rfl,
      show (1 : Fin 3) + 1 = 2 from rfl, show (2 : Fin 3) + 1 = 0 from rfl, h01, h12, h20]
    linear_combination 8 * Complex.I_sq
  refine ⟨?_, ?_, ?_, hW, ?_⟩
  · rw [Matrix.mem_unitaryGroup_iff]
    ext i j
    fin_cases i <;> fin_cases j <;>
      simp [sigmaX, Matrix.mul_apply, Fin.sum_univ_two, Matrix.star_apply]
  · intro j
    fin_cases j <;> simp
  · intro j
    fin_cases j
    · ext i
      fin_cases i <;>
        simp [antiunitary, sigmaX, piLoop, Matrix.mulVec, dotProduct, Fin.sum_univ_two]
    · show antiunitary sigmaX (piLoop 1) = (-1 : ℂ) • piLoop 1
      rw [antiunitary, hs]
      ext i
      fin_cases i <;>
        simp [sigmaX, piLoop, Matrix.mulVec, dotProduct, Fin.sum_univ_two] <;> ring
    · ext i
      fin_cases i <;>
        simp [antiunitary, sigmaX, piLoop, Matrix.mulVec, dotProduct, Fin.sum_univ_two]
      ring
  · unfold IsBerryPhase
    rw [hW]
    simp [Complex.exp_neg]

end

end C2TBerryPhase
```

```lean
#print axioms C2TBerryPhase.berryPhase_quantized
#print axioms C2TBerryPhase.exists_real_gauge
#print axioms C2TBerryPhase.eq_zero_of_square_neg_one
```

```
'C2TBerryPhase.berryPhase_quantized' depends on axioms: [propext, Classical.choice, Quot.sound]
'C2TBerryPhase.exists_real_gauge' depends on axioms: [propext, Classical.choice, Quot.sound]
'C2TBerryPhase.eq_zero_of_square_neg_one' depends on axioms: [propext, Classical.choice, Quot.sound]
```

## Two allowed values for the discrete phase

A state is a complex vector \(u\) with components \(u_a\), where \(a\) runs over a finite set of orthonormal orbitals; in Lean this is a function `ι → ℂ`. The symmetry is the antiunitary map

\[
\Theta u = M\,\overline{u},
\]

called `antiunitary M u`, with \(M\) a unitary matrix. The overlap \(\langle u,v\rangle=\sum_a \overline{u_a}\,v_a\) is conjugate-linear in its first argument.

The loop consists of states \(u_0,\dots,u_{N-1}\) with \(N\ge 1\). They are indexed by `Fin N`, where addition is modulo \(N\), so the last state is followed by \(u_0\). The cyclic overlap product, `wilsonLoop u`, is

\[
W=\prod_{j=0}^{N-1}\langle u_j,u_{j+1}\rangle .
\]

A real number \(\varphi\) is a discrete Berry phase of the loop (`IsBerryPhase`) if \(W=|W|e^{-i\varphi}\). This fixes the sign convention \(\varphi=-\arg W\).

Suppose that \(\Theta u_j=c_ju_j\) with \(|c_j|=1\) for every \(j\). The theorem `wilsonLoop_real` says that \(W\) is then real. If in addition \(W\neq0\), `berryPhase_quantized` says that every discrete Berry phase equals 0 or π modulo 2π. The type `Real.Angle` expresses the "modulo 2π". When \(W=0\), every real \(\varphi\) satisfies the defining relation, and the phase carries no information.

The states need not be normalised. Rescaling non-zero states to unit length divides \(W\) by a positive number and leaves its phase alone.

## Where the invariance comes from in a band structure

The Berry-phase theorem assumes that each state is invariant up to a phase. For a Bloch Hamiltonian \(H(k)\) this follows from symmetry and non-degeneracy. The symmetry reads \(M\,\overline{H(k)}=H(k)M\). If \(H(k)u=Eu\) with \(E\) real, then

\[
H(k)\,M\overline{u}=M\,\overline{H(k)}\,\overline{u}=E\,M\overline{u},
\]

so \(\Theta u\) is an eigenvector with the same energy. If the level is non-degenerate, \(\Theta u=cu\), and unitarity of \(M\) gives \(|c|=1\).

Nothing in the theorems refers to a rotation or to momentum. They apply to any antiunitary operation of this form, with the following restrictions:

- There is one state per point, so the determinants used for several entangled bands are not treated.
- The same \(M\) acts at every point. If the Bloch basis is chosen so that \(H(k)\) is periodic in \(k\), \(M\) can depend on momentum on any loop. If the basis phases contain the orbital positions, a loop that winds around the Brillouin zone can need an extra factor in the closing overlap. Neither case is included.
- The number of points is finite, and no continuum limit is taken.

## How the phase factors cancel

An antiunitary map conjugates overlaps. Since \(M^\dagger M=1\),

\[
\langle\Theta u,\Theta v\rangle
=(M\overline{u})^\dagger M\overline{v}
=\overline{u}^{\,\dagger}M^\dagger M\,\overline{v}
=\sum_a u_a\overline{v_a}
=\overline{\langle u,v\rangle}.
\]

This is `overlap_antiunitary`. Its rewriting steps bring \(M^\dagger\) and \(M\) together and replace their product by the identity.

Now apply this to two neighbouring states and insert their invariance:

\[
\overline{\langle u_j,u_{j+1}\rangle}
=\langle c_ju_j,\;c_{j+1}u_{j+1}\rangle
=\overline{c_j}\,c_{j+1}\,\langle u_j,u_{j+1}\rangle .
\]

The lemma `star_overlap` states this for any two invariant states. Multiplying over the loop gives

\[
\overline{W}
=\Big(\prod_j\overline{c_j}\,c_{j+1}\Big)W
=\Big(\prod_j\overline{c_j}\Big)\Big(\prod_j c_{j+1}\Big)W .
\]

Because the loop is closed, shifting the index by one only permutes the factors, so \(\prod_jc_{j+1}=\prod_jc_j\). The bracket becomes \(\prod_j|c_j|^2=1\), hence \(\overline W=W\) and \(W\) is real. In the Lean proof, `hshift` is the permutation step, `hphase` evaluates the bracket, and `hstar` assembles \(\overline W=W\).

For the phase, take the imaginary part of \(W=|W|e^{-i\varphi}\):

\[
0=\operatorname{Im}W=-|W|\sin\varphi .
\]

With \(W\neq0\) this forces \(\sin\varphi=0\), so \(\varphi\) is 0 or π modulo 2π. The proof of `berryPhase_quantized` follows the same line: `congrArg Complex.im` takes the imaginary part, `h0` removes the factor \(|W|\), and `Real.Angle.sin_eq_zero_iff` lists the two angles.

## A gauge in which all overlaps are real

The phases \(c_j\) can be absorbed into the states. Choose \(d_j\) with \(d_j^2=c_j\); then \(|d_j|=1\), and antilinearity (`antiunitary_smul`) gives

\[
\Theta(d_ju_j)=\overline{d_j}\,c_j\,u_j=\overline{d_j}\,d_j^2\,u_j=d_ju_j .
\]

Each rephased state is exactly invariant. Conjugating an overlap of two such states therefore returns the same overlap, so it is real. This is `exists_real_gauge`, which holds for any family of invariant states, whether or not they form a loop. Its proof obtains the square roots from the algebraic closedness of \(\mathbb C\).

Rephasing leaves \(W\) unchanged, because each state enters once as a bra and once as a ket. In the real gauge a non-zero \(W\) is thus a product of real numbers, and the Berry phase is π exactly when an odd number of them are negative.

## Symmetries that square to minus one

Applying \(\Theta\) twice gives \(\Theta^2u=M\overline{M}u\), where \(\overline M\) is the entrywise conjugate, `M.map star`. Suppose \(M\overline M=-1\) and \(\Theta u=cu\). Then

\[
-u=\Theta^2u=\Theta(cu)=\overline{c}\,\Theta u=|c|^2u,
\]

so \((|c|^2+1)u=0\) and \(u=0\). This is `eq_zero_of_square_neg_one`; its last lines show that the scalar factor cannot vanish.

Such a symmetry has no non-zero state that is invariant up to a factor, which is the situation behind Kramers degeneracy. The operation \(C_2T\) escapes it even for electrons with spin: \(C_2\) and \(T\) commute and each squares to \(-1\), so their product squares to \(+1\).

## Three two-orbital states with phase π

The value π does occur. Take \(M=\sigma_x\), which exchanges two orbitals, and

\[
u_0=(1,1),\qquad u_1=(-2+i,\,2+i),\qquad u_2=(-1+i,\,-1-i).
\]

These states are invariant with factors \(1,-1,1\). Their overlaps are

\[
\langle u_0,u_1\rangle=2i,\qquad
\langle u_1,u_2\rangle=-2i,\qquad
\langle u_2,u_0\rangle=-2,
\]

so \(W=-8\) and π is a Berry phase. The squared norms are 2, 10 and 4; for normalised states the product is therefore \(-8/80=-1/10\). Replacing \(u_1\) by \(iu_1\) gives the real gauge, in which all three overlaps equal \(-2\).

The theorem `berryPhase_quantized_witness` checks the unitarity of \(\sigma_x\), the invariance of the states, the product and the phase by direct evaluation. With \(W\neq0\), three is the smallest number of points that can give π: for \(N=1\) the product is \(\langle u_0,u_0\rangle\), and for \(N=2\) it is \(|\langle u_0,u_1\rangle|^2\), neither of which is negative.

## The overlap product in a band calculation

For an isolated band of a non-interacting, \(C_2T\)-symmetric tight-binding model with orthonormal orbitals, sampled at finitely many momenta on a loop that does not wind around the Brillouin zone, and with one common \(M\), the result gives a direct check on a computed Berry phase. A program diagonalises \(H(k)\) at each point, multiplies the overlaps of neighbouring eigenvectors, closes the product with the stored first eigenvector, and evaluates \(-\arg W\). The arbitrary phases returned by the eigensolver cancel in \(W\), so no gauge has to be fixed first.

If \(|W|\) is well above rounding error, the output should be 0 or \(\pm\pi\) to numerical accuracy. Any other value means that an assumption has failed, for instance because a term in the Hamiltonian breaks the symmetry or because \(M\) varies along the loop, or that the program contains an error. Agreement with 0 or π does not show that the mesh is fine enough, since the theorem holds for coarse loops too.

A single state that is not invariant can spoil the quantization. Take \(M=1\), so that \(\Theta\) is plain complex conjugation, and the states \((1,0)\), \((1,1)\) and \((1,i)\). The first two are invariant, but the third is sent to \((1,-i)\), which is not a multiple of it. The overlaps are \(1\), \(1+i\) and \(1\), so \(W=1+i\), or \((1+i)/4\) after normalisation, and the Berry phase is \(-\pi/4\) modulo 2π.
